# For Hermitian H and positive definite S, the energy quotient is stationary at c ≠ 0 exactly when Hc = ρ(c)Sc

I expand a molecular state in atom-centred functions that overlap, so the basis has an overlap matrix $S$ that isn't the identity. With Hamiltonian matrix $H$ and coefficient vector $c$, the energy is

$$\rho(c)=\frac{c^\dagger Hc}{c^\dagger Sc}.$$

I was taught that making this energy stationary gives the generalised eigenvalue equation $Hc=\rho(c)\,Sc$. The usual argument varies $c$ and $c^*$ "independently", although one fixes the other. I'd like to see the equivalence derived with ordinary real derivatives, in both directions, and checked by a proof assistant. Does it matter that the variations are complex?

## The slope is an inner product with the residual

It can matter, and one real parameter at a time is enough. Fix $c\neq0$ and a complex direction $d$, and follow the energy along $c+td$ with $t$ real.

For any Hermitian matrix $A$ we have $(x^\dagger Ay)^*=y^\dagger Ax$. Diagonal elements $x^\dagger Ax$ are therefore real, and the two cross terms along the line are complex conjugates of each other:

$$(c+td)^\dagger A(c+td)=c^\dagger Ac+2t\,\mathrm{Re}(d^\dagger Ac)+t^2\,d^\dagger Ad.$$

Apply this to $A=H$ for the numerator $N(t)$ and to $A=S$ for the denominator $D(t)$. Since $S$ is positive definite, $D(0)=c^\dagger Sc>0$, and the quotient rule applies at $t=0$:

$$\frac{N'(0)D(0)-N(0)D'(0)}{D(0)^2}
=\frac{2\,\mathrm{Re}(d^\dagger Hc)-2\rho(c)\,\mathrm{Re}(d^\dagger Sc)}{c^\dagger Sc}.$$

Because $\rho(c)$ is real, it can be moved inside the real part. With the residual $r=Hc-\rho(c)Sc$, the slope is

$$\frac{2\,\mathrm{Re}(d^\dagger r)}{c^\dagger Sc}.$$

If $r=0$, the slope vanishes for every $d$. Conversely, if it vanishes for every $d$, choose $d=r$. The slope is then $2\lVert r\rVert^2/(c^\dagger Sc)$, with $\lVert r\rVert^2=\sum_i|r_i|^2$, so $r=0$, which is the eigenvalue equation.

In a basis of one function, $H=h$ and $S=s>0$ are numbers. The energy is $h/s$ for every $c\neq0$, so it is constant, and the equation $hc=(h/s)sc$ always holds.

## When real variations are too few

Take $H=\sigma_y$, $S=1$ and $c=(1,0)$. Then $\rho(c)=0$ and $r=\sigma_yc=(0,i)$. For a real direction $d=(d_0,d_1)$, the product $d^\dagger r=i\,d_1$ is imaginary and the slope is zero, yet $r\neq0$. The direction $d=(0,i)$ exposes the failure: there the slope is $2$. If $H$, $S$ and $c$ are all real, then $r$ is real too, the choice $d=r$ is a real direction, and real variations suffice.

## A finite error in the coefficients

Suppose $Hc=E\,Sc$ with $E$ real, and displace $c$ by any $d$ with $c+d\neq0$. Setting $t=1$ in the quadratic expansion and subtracting $E$ times the denominator from the numerator cancels everything except the terms quadratic in $d$:

$$\rho(c+d)-E=\frac{d^\dagger Hd-E\,d^\dagger Sd}{(c+d)^\dagger S(c+d)}.$$

For linear variational calculations in a finite basis with a fixed $H$, this is the familiar statement that a first-order error in the coefficients of an eigenstate gives an energy error of second order at most.

## The Lean file

```lean
import Mathlib

open Matrix
open scoped ComplexOrder

namespace GeneralisedRayleighQuotient

noncomputable section

variable {n : Type*} [Fintype n]

/-- The matrix element `x† A y` of `A` between two coefficient vectors. -/
def sesq (A : Matrix n n ℂ) (x y : n → ℂ) : ℂ := star x ⬝ᵥ (A *ᵥ y)

/-- The real part of the diagonal matrix element `x† A x`. -/
def expect (A : Matrix n n ℂ) (x : n → ℂ) : ℝ := (sesq A x x).re

/-- The energy quotient, defined as the real part of `x† H x` divided by the real part of `x† S x`.
-/
def rho (H S : Matrix n n ℂ) (x : n → ℂ) : ℝ := expect H x / expect S x

/-- The residual `H c - ρ(c) S c` of the generalised eigenvalue equation. -/
def residual (H S : Matrix n n ℂ) (c : n → ℂ) : n → ℂ :=
  H *ᵥ c - (rho H S c : ℂ) • (S *ᵥ c)

/-- Exchanging the two vectors conjugates a matrix element of a Hermitian matrix. -/
theorem sesq_conj {A : Matrix n n ℂ} (hA : A.IsHermitian) (x y : n → ℂ) :
    star (sesq A x y) = sesq A y x := by
  unfold sesq
  rw [← Matrix.star_dotProduct, Matrix.star_mulVec, hA.eq, ← Matrix.dotProduct_mulVec]

/-- For Hermitian `H` and `S` the real number `ρ(x)` is the complex quotient
`x† H x / x† S x`. -/
theorem rho_eq_quotient {H S : Matrix n n ℂ} (hH : H.IsHermitian) (hS : S.IsHermitian)
    (x : n → ℂ) : (rho H S x : ℂ) = sesq H x x / sesq S x x := by
  have h1 : ((sesq H x x).re : ℂ) = sesq H x x :=
    Complex.conj_eq_iff_re.1 (sesq_conj hH x x)
  have h2 : ((sesq S x x).re : ℂ) = sesq S x x :=
    Complex.conj_eq_iff_re.1 (sesq_conj hS x x)
  unfold rho expect
  rw [Complex.ofReal_div, h1, h2]

/-- Along a line `x + t d` with real `t`, the diagonal matrix element of a Hermitian matrix
is a quadratic polynomial in `t`. -/
theorem expect_line {A : Matrix n n ℂ} (hA : A.IsHermitian) (x d : n → ℂ) (t : ℝ) :
    expect A (x + (t : ℂ) • d) =
      expect A x + 2 * (sesq A d x).re * t + expect A d * t ^ 2 := by
  have key : sesq A (x + (t : ℂ) • d) (x + (t : ℂ) • d) =
      sesq A x x + (t : ℂ) * (sesq A x d + sesq A d x)
        + (t : ℂ) * ((t : ℂ) * sesq A d d) := by
    simp only [sesq, star_add, star_smul, Matrix.mulVec_add, Matrix.mulVec_smul,
      add_dotProduct, dotProduct_add, smul_dotProduct, dotProduct_smul, smul_eq_mul,
      Complex.star_def, Complex.conj_ofReal]
    ring
  -- the two cross terms are complex conjugates, so their real parts agree
  have hre : (sesq A x d).re = (sesq A d x).re := by
    rw [← sesq_conj hA d x]
    rfl
  unfold expect
  rw [key]
  simp only [Complex.add_re, Complex.re_ofReal_mul]
  rw [hre]
  ring

/-- The squared norm `x† S x` in a positive definite overlap is positive for `x ≠ 0`. -/
theorem expect_pos {S : Matrix n n ℂ} (hS : S.PosDef) {x : n → ℂ} (hx : x ≠ 0) :
    0 < expect S x := by
  have h := (Complex.lt_def.1 (hS.dotProduct_mulVec_pos hx)).1
  simpa [expect, sesq] using h

/-- The slope of the energy quotient at `c` in the direction `d` is
`2 Re(d† r) / (c† S c)`, where `r` is the residual. -/
theorem hasDerivAt_rho {H S : Matrix n n ℂ} (hH : H.IsHermitian) (hS : S.PosDef)
    {c : n → ℂ} (hc : c ≠ 0) (d : n → ℂ) :
    HasDerivAt (fun t : ℝ => rho H S (c + (t : ℂ) • d))
      (2 * (star d ⬝ᵥ residual H S c).re / expect S c) 0 := by
  have hs : expect S c ≠ 0 := (expect_pos hS hc).ne'
  have quad (a b e : ℝ) :
      HasDerivAt (fun t : ℝ => a + 2 * b * t + e * t ^ 2) (2 * b) 0 := by
    have h1 : HasDerivAt (fun t : ℝ => t) 1 0 := hasDerivAt_id' 0
    have h := ((h1.const_mul (2 * b)).const_add a).fun_add ((h1.fun_pow 2).const_mul e)
    exact h.congr_deriv (by simp)
  have hr : (star d ⬝ᵥ residual H S c).re =
      (sesq H d c).re - rho H S c * (sesq S d c).re := by
    simp only [residual, sesq, dotProduct_sub, dotProduct_smul, smul_eq_mul,
      Complex.sub_re, Complex.re_ofReal_mul]
  have hf : (fun t : ℝ => rho H S (c + (t : ℂ) • d)) = fun t : ℝ =>
      (expect H c + 2 * (sesq H d c).re * t + expect H d * t ^ 2) /
      (expect S c + 2 * (sesq S d c).re * t + expect S d * t ^ 2) := by
    funext t
    rw [rho, expect_line hH, expect_line hS.isHermitian]
  rw [hf, hr]
  -- quotient rule for the two quadratic polynomials
  refine ((quad _ _ _).fun_div (quad _ _ _) (by simpa using hs)).congr_deriv ?_
  simp only [mul_zero, add_zero, ne_eq, OfNat.ofNat_ne_zero, not_false_eq_true, zero_pow,
    rho]
  field_simp

/-- Along the residual `r` itself the slope of the energy quotient is
`2 ‖r‖² / (c† S c)`. -/
theorem hasDerivAt_rho_residual {H S : Matrix n n ℂ} (hH : H.IsHermitian) (hS : S.PosDef)
    {c : n → ℂ} (hc : c ≠ 0) :
    HasDerivAt (fun t : ℝ => rho H S (c + (t : ℂ) • residual H S c))
      (2 * (∑ i, ‖residual H S c i‖ ^ 2) / expect S c) 0 := by
  have hn (r : n → ℂ) : (star r ⬝ᵥ r).re = ∑ i, ‖r i‖ ^ 2 := by
    simp [dotProduct, Complex.sq_norm, Complex.normSq_apply]
  rw [← hn]
  exact hasDerivAt_rho hH hS hc _

/-- The energy quotient is stationary at `c ≠ 0` in every complex direction exactly when
`H c = ρ(c) S c`. -/
theorem stationary_iff {H S : Matrix n n ℂ} (hH : H.IsHermitian) (hS : S.PosDef)
    {c : n → ℂ} (hc : c ≠ 0) :
    (∀ d : n → ℂ, HasDerivAt (fun t : ℝ => rho H S (c + (t : ℂ) • d)) 0 0) ↔
      H *ᵥ c = (rho H S c : ℂ) • (S *ᵥ c) := by
  constructor
  · intro h
    -- test stationarity along the residual
    have h0 := (hasDerivAt_rho_residual hH hS hc).unique (h (residual H S c))
    have hs := (expect_pos hS hc).ne'
    have hsum : ∑ i, ‖residual H S c i‖ ^ 2 = 0 := by
      rcases div_eq_zero_iff.1 h0 with h1 | h1
      · linarith
      · exact absurd h1 hs
    have hz := (Finset.sum_eq_zero_iff_of_nonneg (fun i _ => by positivity)).1 hsum
    have hr : residual H S c = 0 := by
      funext i
      exact norm_eq_zero.1 (pow_eq_zero_iff (two_ne_zero)|>.1 (hz i (Finset.mem_univ i)))
    exact sub_eq_zero.1 hr
  · intro h d
    have hr : residual H S c = 0 := sub_eq_zero.2 h
    exact (hasDerivAt_rho hH hS hc d).congr_deriv (by simp [hr])

/-- For Hermitian `H` and positive definite `S`, if `H c = E S c` and `c + d ≠ 0`, then the energy
quotient at `c + d` minus `E` is exactly `(d† H d - E d† S d) / ((c + d)† S (c + d))`. -/
theorem rho_error {H S : Matrix n n ℂ} (hH : H.IsHermitian) (hS : S.PosDef)
    {c d : n → ℂ} {E : ℝ} (h : H *ᵥ c = (E : ℂ) • (S *ᵥ c)) (hcd : c + d ≠ 0) :
    rho H S (c + d) - E = (expect H d - E * expect S d) / expect S (c + d) := by
  have hs : expect S (c + d) ≠ 0 := (expect_pos hS hcd).ne'
  have hE (x : n → ℂ) : (sesq H x c).re = E * (sesq S x c).re := by
    simp only [sesq, h, dotProduct_smul, smul_eq_mul, Complex.re_ofReal_mul]
  have h1 : expect H c = E * expect S c := hE c
  have hN := expect_line hH c d 1
  have hD := expect_line hS.isHermitian c d 1
  rw [Complex.ofReal_one, one_smul] at hN hD
  have hq : rho H S (c + d) * expect S (c + d) = expect H (c + d) := by
    unfold rho
    field_simp
  -- the terms linear in `d` cancel by the eigenvalue equation
  rw [eq_div_iff hs]
  linear_combination hq + hN - E * hD + h1 + 2 * hE d

/-- The Pauli matrix `σ_y`. -/
def pauliY : Matrix (Fin 2) (Fin 2) ℂ := !![0, -Complex.I; Complex.I, 0]

/-- Real directions do not suffice: for `H = σ_y`, `S = 1` and `c = (1, 0)` the slope
vanishes in every real direction, yet `H c ≠ ρ(c) S c`. -/
theorem real_directions_insufficient :
    (∀ d : Fin 2 → ℝ, HasDerivAt
      (fun t : ℝ => rho pauliY 1 (![1, 0] + (t : ℂ) • fun i => (d i : ℂ))) 0 0) ∧
    pauliY *ᵥ ![1, 0] ≠
      (rho pauliY 1 ![1, 0] : ℂ) • ((1 : Matrix (Fin 2) (Fin 2) ℂ) *ᵥ ![1, 0]) := by
  have hH : pauliY.IsHermitian := by
    refine Matrix.ext fun i j => ?_
    fin_cases i <;> fin_cases j <;> simp [pauliY]
  have hc : (![1, 0] : Fin 2 → ℂ) ≠ 0 := fun h => by
    simpa using congrFun h 0
  have hρ : rho pauliY 1 ![1, 0] = 0 := by
    simp [rho, expect, sesq, pauliY, Matrix.mulVec, dotProduct, Fin.sum_univ_two]
  constructor
  · intro d
    refine (hasDerivAt_rho hH Matrix.PosDef.one hc _).congr_deriv ?_
    -- the residual is purely imaginary
    rw [residual, hρ]
    simp [pauliY, dotProduct, Fin.sum_univ_two]
  · rw [hρ]
    intro h
    have h1 := congrFun h 1
    simp [pauliY, Matrix.mulVec, dotProduct, Fin.sum_univ_two] at h1

end

end GeneralisedRayleighQuotient
```

```lean
#print axioms GeneralisedRayleighQuotient.rho_eq_quotient
#print axioms GeneralisedRayleighQuotient.stationary_iff
#print axioms GeneralisedRayleighQuotient.rho_error
#print axioms GeneralisedRayleighQuotient.real_directions_insufficient
```

```
'GeneralisedRayleighQuotient.rho_eq_quotient' depends on axioms: [propext, Classical.choice, Quot.sound]
'GeneralisedRayleighQuotient.stationary_iff' depends on axioms: [propext, Classical.choice, Quot.sound]
'GeneralisedRayleighQuotient.rho_error' depends on axioms: [propext, Classical.choice, Quot.sound]
'GeneralisedRayleighQuotient.real_directions_insufficient' depends on axioms: [propext, Classical.choice, Quot.sound]
```

## What the theorems say

The index type `n` labels the basis functions and is finite. `sesq A x y` is $x^\dagger Ay$, conjugate-linear in its first argument, and `expect A x` is the real part of $x^\dagger Ax$. The energy `rho H S x` is a quotient of two such real numbers. Nothing is lost by taking real parts: `rho_eq_quotient` shows that for Hermitian $H$ and $S$ it equals the complex quotient $x^\dagger Hx/x^\dagger Sx$.

The main theorem, `stationary_iff`, has three hypotheses:

- `hH : H.IsHermitian` makes the energy real, as an observable requires.
- `hS : S.PosDef` says that $S$ is Hermitian and gives every nonzero coefficient vector a positive squared norm. Physically, the basis functions are linearly independent.
- `hc : c ≠ 0` says that $c$ describes a state.

Its left side says that for every `d : n → ℂ` the function $t\mapsto\rho(c+td)$ of a real variable has derivative $0$ at $t=0$. Since this is written with `HasDerivAt`, it includes differentiability. The right side is $Hc=\rho(c)\,Sc$.

Stationarity could also have been modelled by a vanishing Fréchet derivative of $\rho$ on $\mathbb{C}^n$, regarded as a real vector space. That asks for a linear approximation that is uniform over directions, not one line at a time, and would need a proof of this stronger differentiability. The resulting equation for $c$ would be the same, because $\rho$ is smooth away from the zero vector.

The equivalence concerns a given $c$. It doesn't establish that solutions exist or distinguish a minimum from a saddle point. It also leaves out linearly dependent bases, where $S$ is singular, and self-consistent problems in which $H$ itself depends on $c$.

## How the proof follows the calculation

`sesq_conj` is the conjugation rule for Hermitian matrices. `expect_line` is the quadratic expansion: `simp only` multiplies out the matrix element, `ring` collects powers of $t$, and `sesq_conj` identifies the real parts of the two cross terms. `expect_pos` extracts the positivity of $x^\dagger Sx$ from positive definiteness.

`hasDerivAt_rho` computes the slope. Its local fact `quad` differentiates a general quadratic polynomial at zero, `hr` expands $\mathrm{Re}(d^\dagger r)$, and `hf` rewrites the energy along the line as a quotient of two quadratics. The quotient rule is `fun_div`, and `field_simp` brings the result to the stated form. `hasDerivAt_rho_residual` then sets $d=r$ and writes $r^\dagger r$ as a sum of squared moduli.

In the forward direction of `stationary_iff`, the function along $r$ has two derivatives at zero: the computed one and the assumed value $0$. By `unique` they agree. The denominator isn't zero, so the sum of squares is, and hence so is each component of the residual. The reverse direction substitutes $r=0$ into the slope formula.

`rho_error` uses `expect_line` at $t=1$ for both matrices, and `linear_combination` carries out the cancellation of the constant and linear terms. `real_directions_insufficient` states the core of the $\sigma_y$ example: zero slope in every real direction, together with the failure of the eigenvalue equation. The slope of $2$ along $(0,i)$ isn't part of the statement. Its first half applies the general slope formula to the imaginary residual, and its second half compares the components with index `1`, which are $i$ on the left and $0$ on the right.
